# Overlaps of an integrable function with unnormalised sine waves of converging momenta in growing boxes tend to the half-line overlap

Let f be a complex-valued function integrable on the half-line x > 0, and let box lengths L_j tend to infinity while real momenta q_j tend to k. The theorem `tendsto_sineOverlap` says that the integrals of f(x) sin(q_j x) from 0 to L_j tend to the integral of f(x) sin(kx) over the half-line. The sine waves have unit amplitude and the momenta need not fit the box; for a wave that does, with q = nπ/L and n a positive integer, normalising it on the box would multiply the overlap by √(2/L). The proof writes each box integral as a half-line integral with an indicator function that cuts the integrand off beyond L_j, then applies dominated convergence with the bound |f|.

As first written in Lean, the proof fails:

```lean
import Mathlib

open MeasureTheory Filter Set
open scoped Real Topology

namespace TendstoSineOverlap

noncomputable section

/-- Overlap of `f` with the sine wave of momentum `q` on the interval from `0` to `L`. -/
def sineOverlap (f : ℝ → ℂ) (L q : ℝ) : ℂ :=
  ∫ x in (0 : ℝ)..L, f x * ((Real.sin (q * x) : ℝ) : ℂ)

/-- For an integrable source, growing boxes and momenta tending to `k`, the overlap in the box
tends to the overlap with `sin(kx)` on the half-line. -/
theorem tendsto_sineOverlap {f : ℝ → ℂ} (hf : IntegrableOn f (Ioi 0)) {L q : ℕ → ℝ} {k : ℝ}
    (hL : Tendsto L atTop atTop) (hq : Tendsto q atTop (𝓝 k)) :
    Tendsto (fun j => sineOverlap f (L j) (q j)) atTop
      (𝓝 (∫ x in Ioi (0 : ℝ), f x * ((Real.sin (k * x) : ℝ) : ℂ))) := by
  -- dominated convergence with the bound |f|
  have h := tendsto_integral_of_dominated_convergence (μ := volume.restrict (Ioi (0 : ℝ)))
    (F := fun j => (Iic (L j)).indicator (fun x => f x * ((Real.sin (q j * x) : ℝ) : ℂ)))
    (f := fun x => f x * ((Real.sin (k * x) : ℝ) : ℂ)) (fun x => ‖f x‖)
    (fun j => (hf.aestronglyMeasurable.mul (Complex.continuous_ofReal.comp
      (by fun_prop : Continuous fun x : ℝ => Real.sin (q j * x))).aestronglyMeasurable).indicator
        measurableSet_Iic)
    hf.norm
    (fun j => Eventually.of_forall fun x => by
      refine (norm_indicator_le_norm_self _ _).trans ?_
      rw [norm_mul, Complex.norm_real, Real.norm_eq_abs]
      exact mul_le_of_le_one_right (norm_nonneg _) (Real.abs_sin_le_one _))
    (Eventually.of_forall fun x => by
      have h1 : Tendsto (fun j => f x * ((Real.sin (q j * x) : ℝ) : ℂ)) atTop
          (𝓝 (f x * ((Real.sin (k * x) : ℝ) : ℂ))) :=
        ((Complex.continuous_ofReal.tendsto _).comp
          ((Real.continuous_sin.tendsto _).comp (hq.mul_const x))).const_mul (f x)
      refine h1.congr' ?_
      filter_upwards [hL.eventually_ge_atTop x] with j hj
      exact (Set.indicator_of_mem (Set.mem_Iic.2 hj) _).symm)
  refine h.congr' ?_
  filter_upwards [hL.eventually_ge_atTop 0] with j hj
  rw [sineOverlap, intervalIntegral.integral_of_le hj, setIntegral_indicator measurableSet_Iic,
    Ioi_inter_Iic]

end

end TendstoSineOverlap
```

The compiler's answer:

```
Main.lean:39:13: error: typeclass instance problem is stuck
  Zero ?m.344

Note: Lean will not try to resolve this typeclass instance problem because the type argument to `Zero` is a metavariable. This argument must be fully determined before Lean will try to resolve the typeclass.

Hint: Adding type annotations and supplying implicit arguments to functions can give Lean more information for typeclass resolution. For example, if you have a variable `x` that you intend to be a `Nat`, but Lean reports it as having an unresolved type like `?m`, replacing `x` with `(x : Nat)` can get typeclass resolution un-stuck.
```

Cause. The error comes in the proof of pointwise convergence, where for x ≤ L_j the cut-off integrand must be shown equal to the original one at x. `Set.indicator_of_mem` gives this equality, and `.symm` turns it round to match the goal. The lemma works for functions into any type with a zero, so Lean must find a `Zero` instance for the type of the values.

To apply `.symm`, Lean first elaborates the equality in the parentheses, without using the goal to fill in its unknowns. The membership proof fixes the set and the point but says nothing about the function's values, and the function itself was left as `_`. The value type was therefore still the metavariable `?m.344`, and the search for `Zero ?m.344` was stuck.

The repair replaces `_` with the integrand, written as a function of `y : ℝ`. Its values are visibly in `ℂ`, so the instance can be found, and the reversed equality matches the goal.

The change, after which it compiles:

```diff
@@ -37,5 +37,6 @@
       refine h1.congr' ?_
       filter_upwards [hL.eventually_ge_atTop x] with j hj
-      exact (Set.indicator_of_mem (Set.mem_Iic.2 hj) _).symm)
+      exact (Set.indicator_of_mem (Set.mem_Iic.2 hj)
+        (fun y : ℝ => f y * ((Real.sin (q j * y) : ℝ) : ℂ))).symm)
   refine h.congr' ?_
   filter_upwards [hL.eventually_ge_atTop 0] with j hj
```
